# exp(iπσx) and exp(iπσz) commute although σx and σz do not

Time and ħ are absorbed into the generator, so a propagator is exp(iH) with H dimensionless and a plus sign in the exponent. The usual exp(−iHt/ħ) is recovered by replacing H with −Ht/ħ. In Lean, `propagator H` is the matrix exponential of `Complex.I • H`.

The system is one spin-1/2, with σx and σz written as explicit complex 2×2 matrices. For integers m and k, the generators are

A = mπσx, B = kπσz.

They are `xPulse m` and `zPulse k`. Each unit of m or k is a full 2π turn of the spin, which multiplies its state vector by −1 and leaves the physical state unchanged. Other pulse angles and time-dependent generators are not treated.

For this two-level model, the results show that an exact split step at one step length does not prove that the generators commute.

```lean
import Mathlib

open scoped Real

namespace SplitPropagatorCounterexample

noncomputable section

/-- The Pauli matrix `σx`. -/
def sx : Matrix (Fin 2) (Fin 2) ℂ := !![0, 1; 1, 0]

/-- The Pauli matrix `σz`. -/
def sz : Matrix (Fin 2) (Fin 2) ℂ := !![1, 0; 0, -1]

/-- The propagator `exp(iH)` generated by a matrix `H`. -/
def propagator {n : Type*} [Fintype n] [DecidableEq n] (H : Matrix n n ℂ) : Matrix n n ℂ :=
  NormedSpace.exp (Complex.I • H)

/-- The generator `m π σx`, with `m` an integer. -/
def xPulse (m : ℤ) : Matrix (Fin 2) (Fin 2) ℂ := (((m : ℝ) * π : ℝ) : ℂ) • sx

/-- The generator `k π σz`, with `k` an integer. -/
def zPulse (k : ℤ) : Matrix (Fin 2) (Fin 2) ℂ := (((k : ℝ) * π : ℝ) : ℂ) • sz
```

## (a) The square of σx

Show that σx² = 1. Applying σx twice swaps the two basis states and swaps them back. Lean checks the four entries.

```lean
lemma sx_sq : sx * sx = 1 := by
  ext i j
  fin_cases i <;> fin_cases j <;> simp [sx, Matrix.mul_apply, Fin.sum_univ_two]
```

## (b) The square of σz

Show that σz² = 1. The diagonal entries 1 and −1 both square to 1.

```lean
lemma sz_sq : sz * sz = 1 := by
  ext i j
  fin_cases i <;> fin_cases j <;> simp [sz, Matrix.mul_apply, Fin.sum_univ_two]
```

## (c) Anticommutation

Show that σxσz + σzσx = 0. The product σxσz has rows (0, −1) and (1, 0), and σzσx is its negative.

```lean
lemma sx_sz_anticomm : sx * sz + sz * sx = 0 := by
  ext i j
  fin_cases i <;> fin_cases j <;> simp [sx, sz]
```

## (d) Euler's formula for an involution

Let N be a complex matrix of any finite size with N² = 1, and let t be real. Compute exp(itN).

Even powers of N are 1 and odd powers are N, so for every natural number j

Nʲ = (1 + N)/2 + (−1)ʲ(1 − N)/2.

Summing the exponential series gives

exp(zN) = e^z (1 + N)/2 + e^(−z) (1 − N)/2,

and z = it yields

exp(itN) = cos t + i sin t N.

In the proof, `hpow` is the power formula, by induction, and `hexp` is the summed series. N need not be Hermitian.

```lean
/-- Euler's formula for a matrix with `N² = 1`, in any finite dimension:
`exp(itN) = cos t + i sin t N`. -/
theorem propagator_involution {n : Type*} [Fintype n] [DecidableEq n]
    (N : Matrix n n ℂ) (hN : N * N = 1) (t : ℝ) :
    propagator ((t : ℂ) • N) =
      ((Real.cos t : ℝ) : ℂ) • (1 : Matrix n n ℂ) +
        (Complex.I * ((Real.sin t : ℝ) : ℂ)) • N := by
  have hs (z : ℂ) : HasSum (fun k : ℕ => z ^ k / (k.factorial : ℂ)) (Complex.exp z) := by
    rw [Complex.exp_eq_exp_ℂ]
    exact NormedSpace.expSeries_div_hasSum_exp z
  -- powers of N, split over the two projectors (1 + N)/2 and (1 - N)/2
  have hpow : ∀ k : ℕ, N ^ k = (1 / 2 : ℂ) • (1 + N) + ((-1 : ℂ) ^ k / 2) • (1 - N) := by
    intro k
    induction k with
    | zero => simp only [pow_zero]; module
    | succ k ih =>
      rw [pow_succ N k, ih, add_mul, smul_mul_assoc, smul_mul_assoc, add_mul, sub_mul,
        one_mul, hN, pow_succ (-1 : ℂ) k]
      module
  have hexp (z : ℂ) : NormedSpace.exp (z • N) =
      Complex.exp z • ((1 / 2 : ℂ) • (1 + N)) + Complex.exp (-z) • ((1 / 2 : ℂ) • (1 - N)) := by
    have hsum := ((hs z).smul_const ((1 / 2 : ℂ) • (1 + N))).add
      ((hs (-z)).smul_const ((1 / 2 : ℂ) • (1 - N)))
    rw [congrFun (NormedSpace.exp_eq_tsum ℂ) (z • N)]
    refine Eq.trans (tsum_congr fun k => ?_) hsum.tsum_eq
    show ((k.factorial : ℂ)⁻¹) • (z • N) ^ k =
      (z ^ k / (k.factorial : ℂ)) • ((1 / 2 : ℂ) • (1 + N)) +
        ((-z) ^ k / (k.factorial : ℂ)) • ((1 / 2 : ℂ) • (1 - N))
    rw [smul_pow, hpow k, neg_pow z k]
    module
  have hneg : Complex.exp (-((t : ℂ) * Complex.I)) =
      Complex.cos t - Complex.sin t * Complex.I := by
    rw [← neg_mul, Complex.exp_mul_I, Complex.cos_neg, Complex.sin_neg]
    ring
  unfold propagator
  rw [smul_smul, mul_comm Complex.I (t : ℂ), hexp, hneg, Complex.exp_mul_I,
    Complex.ofReal_cos, Complex.ofReal_sin]
  module
```

## (e) Generators whose square is a number

Let H² = r² with r real and nonzero. Show that

exp(iH) = cos r + i (sin r / r) H.

The matrix N = H/r satisfies N² = 1, so (d) applies with t = r.

The condition r ≠ 0 matters for general matrices. A Hermitian H with H² = 0 is zero, and exp(iH) = 1. But if H has rows (0, 1) and (0, 0), which is not Hermitian and so not a physical Hamiltonian, then H² = 0 and exp(iH) = 1 + iH. The formula gives this only in the limit sin r / r → 1; Lean's convention 0/0 = 0 would give 1.

```lean
/-- If `H² = r²` with `r ≠ 0`, then `exp(iH) = cos r + i (sin r / r) H`. -/
theorem propagator_of_sq {n : Type*} [Fintype n] [DecidableEq n]
    (H : Matrix n n ℂ) (r : ℝ) (hr : r ≠ 0) (hH : H * H = ((r : ℂ) ^ 2) • 1) :
    propagator H = ((Real.cos r : ℝ) : ℂ) • (1 : Matrix n n ℂ) +
      (Complex.I * ((Real.sin r : ℝ) : ℂ) / (r : ℂ)) • H := by
  have hc : (r : ℂ) ≠ 0 := Complex.ofReal_ne_zero.2 hr
  have hN : ((r : ℂ)⁻¹ • H) * ((r : ℂ)⁻¹ • H) = 1 := by
    have h1 : (r : ℂ)⁻¹ * (r : ℂ)⁻¹ * (r : ℂ) ^ 2 = 1 := by field_simp
    rw [smul_mul_smul_comm, hH, smul_smul, h1, one_smul]
  have h := propagator_involution _ hN r
  rw [smul_smul, smul_smul, mul_inv_cancel₀ hc, one_smul] at h
  rw [div_eq_mul_inv]
  exact h
```

## (f) The split propagator

Compute exp(iA) exp(iB). Since sin(mπ) = sin(kπ) = 0, part (d) leaves two scalars:

exp(iA) exp(iB) = cos(mπ) cos(kπ) = cos((m + k)π).

```lean
/-- The split propagator of two integer pulses is the scalar `cos((m + k)π)`. -/
theorem split_propagator (m k : ℤ) :
    propagator (xPulse m) * propagator (zPulse k) =
      ((Real.cos (((m + k : ℤ) : ℝ) * π) : ℝ) : ℂ) • 1 := by
  have hcos : Real.cos (((m + k : ℤ) : ℝ) * π) =
      Real.cos ((m : ℝ) * π) * Real.cos ((k : ℝ) * π) := by
    rw [Int.cast_add, add_mul, Real.cos_add, Real.sin_int_mul_pi, zero_mul, sub_zero]
  unfold xPulse zPulse
  rw [propagator_involution sx sx_sq, propagator_involution sz sz_sq, hcos,
    Real.sin_int_mul_pi, Real.sin_int_mul_pi, Complex.ofReal_zero, mul_zero, zero_smul,
    zero_smul, add_zero, add_zero, smul_mul_smul_comm, one_mul, Complex.ofReal_mul]
```

## (g) The square of A + B

Let s be real with s² = m² + k². Expand the square:

(A + B)² = π²(m²σx² + mk(σxσz + σzσx) + k²σz²) = (sπ)².

The middle term vanishes by (c). Lean's `hexpand` is this expansion.

```lean
/-- The summed generator squares to a scalar: `(mπσx + kπσz)² = (m² + k²)π²`. -/
theorem pulse_sum_sq (m k : ℤ) (s : ℝ) (hs : s ^ 2 = (m : ℝ) ^ 2 + (k : ℝ) ^ 2) :
    (xPulse m + zPulse k) * (xPulse m + zPulse k) = (((s * π : ℝ) : ℂ) ^ 2) • 1 := by
  have hc : (s : ℂ) ^ 2 = (m : ℂ) ^ 2 + (k : ℂ) ^ 2 := by exact_mod_cast hs
  have hexpand (a c : ℂ) : (a • sx + c • sz) * (a • sx + c • sz) =
      (a * a) • (sx * sx) + (a * c) • (sx * sz + sz * sx) + (c * c) • (sz * sz) := by
    simp only [add_mul, mul_add, smul_mul_assoc, mul_smul_comm]
    module
  unfold xPulse zPulse
  rw [hexpand, sx_sq, sz_sq, sx_sz_anticomm, smul_zero, add_zero, ← add_smul]
  congr 1
  push_cast
  linear_combination (-(π : ℂ) ^ 2) * hc
```

## (h) When the generators commute

Show that AB = BA exactly when m = 0 or k = 0. The upper right entry is −mkπ² in AB and mkπ² in BA. Equality forces mk = 0; conversely, a zero generator commutes with everything.

```lean
/-- The generators `mπσx` and `kπσz` commute if and only if one of them vanishes. -/
theorem pulses_commute_iff (m k : ℤ) : Commute (xPulse m) (zPulse k) ↔ m = 0 ∨ k = 0 := by
  constructor
  · intro h
    have h1 : (xPulse m * zPulse k) 0 1 = -((m : ℂ) * π * (k * π)) := by
      simp [xPulse, zPulse, sx, sz, Matrix.mul_apply, Fin.sum_univ_two]
    have h2 : (zPulse k * xPulse m) 0 1 = (k : ℂ) * π * (m * π) := by
      simp [xPulse, zPulse, sx, sz, Matrix.mul_apply, Fin.sum_univ_two]
    rw [h.eq, h2] at h1
    have hp : (π : ℂ) ^ 2 ≠ 0 := pow_ne_zero 2 (Complex.ofReal_ne_zero.2 Real.pi_ne_zero)
    have h3 : (m : ℂ) * k = 0 := by
      apply mul_right_cancel₀ hp
      linear_combination (1 / 2 : ℂ) * h1
    have h4 : m * k = 0 := by exact_mod_cast h3
    exact mul_eq_zero.1 h4
  · rintro (rfl | rfl)
    · simp [xPulse]
    · simp [zPulse]
```

## (i) When the splitting is exact

Show that exp(i(A+B)) = exp(iA) exp(iB) exactly when m² + k² = n² for some integer n, which is what `IsSquare` says.

Suppose the splitting is exact and take s = √(m² + k²). If s = 0, choose n = 0. Otherwise (e) and (g) give

exp(i(A+B)) = cos(sπ) + i (sin(sπ)/(sπ)) (A + B).

As A + B has trace zero, comparing traces gives cos(sπ) = cos((m + k)π) = ±1. Hence sin(sπ) = 0, and s is an integer.

Conversely, let m² + k² = n². In the smallest case, n = 0, both generators vanish and all propagators are 1. Otherwise n and m + k have the same parity, because squaring preserves parity. Thus cos(nπ) = cos((m + k)π), while sin(nπ) = 0. Lean's `hpar` is the parity step.

```lean
/-- For integer pulses `A = mπσx` and `B = kπσz`, the splitting
`exp(i(A+B)) = exp(iA) exp(iB)` is exact if and only if `m² + k²` is a perfect square. -/
theorem splitting_exact_iff (m k : ℤ) :
    propagator (xPulse m + zPulse k) = propagator (xPulse m) * propagator (zPulse k) ↔
      IsSquare (m ^ 2 + k ^ 2) := by
  rw [split_propagator]
  constructor
  · intro h
    obtain ⟨s, hs⟩ : ∃ s : ℝ, s ^ 2 = (m : ℝ) ^ 2 + (k : ℝ) ^ 2 :=
      ⟨√((m : ℝ) ^ 2 + (k : ℝ) ^ 2), Real.sq_sqrt (by positivity)⟩
    by_cases h0 : s = 0
    · refine ⟨0, ?_⟩
      have h1 : (m : ℝ) ^ 2 + (k : ℝ) ^ 2 = 0 := by rw [← hs, h0]; norm_num
      have h2 : m ^ 2 + k ^ 2 = 0 := by exact_mod_cast h1
      rw [h2, mul_zero]
    rw [propagator_of_sq _ (s * π) (mul_ne_zero h0 Real.pi_ne_zero) (pulse_sum_sq m k s hs)] at h
    -- the trace isolates the cosine
    have ht : Matrix.trace (xPulse m + zPulse k) = 0 := by
      simp [xPulse, zPulse, sx, sz, Matrix.trace_fin_two]
    have htr := congrArg Matrix.trace h
    rw [Matrix.trace_add, Matrix.trace_smul, Matrix.trace_smul, ht, Matrix.trace_smul,
      Matrix.trace_one] at htr
    simp only [Fintype.card_fin, smul_eq_mul, mul_zero, add_zero, Nat.cast_ofNat] at htr
    have hcos : Real.cos (s * π) = Real.cos (((m + k : ℤ) : ℝ) * π) :=
      Complex.ofReal_injective (by linear_combination htr / 2)
    have h1 := Real.sin_sq_add_cos_sq (s * π)
    have h2 := Real.sin_sq_add_cos_sq (((m + k : ℤ) : ℝ) * π)
    rw [Real.sin_int_mul_pi] at h2
    rw [hcos] at h1
    have hsin : Real.sin (s * π) ^ 2 = 0 := by linarith
    obtain ⟨n, hn⟩ := Real.sin_eq_zero_iff.1 (pow_eq_zero_iff two_ne_zero |>.1 hsin)
    have hns : (n : ℝ) = s := mul_right_cancel₀ Real.pi_ne_zero hn
    refine ⟨n, ?_⟩
    have h3 : (m : ℝ) ^ 2 + (k : ℝ) ^ 2 = (n : ℝ) * n := by rw [← hs, hns]; ring
    exact_mod_cast h3
  · rintro ⟨n, hn⟩
    by_cases h0 : n = 0
    · subst h0
      have hm : m = 0 := pow_eq_zero_iff two_ne_zero |>.1
        (by nlinarith [sq_nonneg m, sq_nonneg k] : m ^ 2 = 0)
      have hk : k = 0 := pow_eq_zero_iff two_ne_zero |>.1
        (by nlinarith [sq_nonneg m, sq_nonneg k] : k ^ 2 = 0)
      subst hm hk
      simp [propagator, xPulse, zPulse]
    have hs : (n : ℝ) ^ 2 = (m : ℝ) ^ 2 + (k : ℝ) ^ 2 := by
      have h1 : n ^ 2 = m ^ 2 + k ^ 2 := by rw [hn]; ring
      exact_mod_cast h1
    -- n and m + k have the same parity, so the two cosines agree
    have hpar : Even (n - (m + k)) := by
      have h2 : Even (m * m + k * k) ↔ Even (n * n) := by rw [← hn, pow_two, pow_two]
      simp only [Int.even_add, Int.even_mul, or_self] at h2
      rw [Int.even_sub, Int.even_add]
      tauto
    obtain ⟨j, hj⟩ := hpar
    have hang : (n : ℝ) * π = ((m + k : ℤ) : ℝ) * π + (j : ℝ) * (2 * π) := by
      have h3 : n = m + k + 2 * j := by omega
      rw [h3]
      push_cast
      ring
    rw [propagator_of_sq _ ((n : ℝ) * π)
      (mul_ne_zero (Int.cast_ne_zero.2 h0) Real.pi_ne_zero) (pulse_sum_sq m k n hs),
      Real.sin_int_mul_pi, hang, Real.cos_add_int_mul_two_pi]
    simp
```

## (j) Commuting propagators, non-commuting generators

Take m = k = 1. Part (d) at t = π gives exp(iA) = exp(iB) = −1. These commute and multiply to 1, while A and B do not commute by (h). Since 2 is not a perfect square, (i) gives exp(i(A+B)) ≠ 1.

```lean
/-- For `A = πσx` and `B = πσz`, both propagators equal `-1` and commute, although `A` and `B`
do not; their product is `1`, which differs from `exp(i(A+B))`. -/
theorem commuting_propagators_counterexample :
    let A := (π : ℂ) • sx
    let B := (π : ℂ) • sz
    propagator A = -1 ∧ propagator B = -1 ∧ Commute (propagator A) (propagator B) ∧
      ¬ Commute A B ∧ propagator A * propagator B = 1 ∧ propagator (A + B) ≠ 1 := by
  intro A B
  have hA : propagator A = -1 := by
    show propagator ((π : ℂ) • sx) = -1
    rw [propagator_involution sx sx_sq, Real.cos_pi, Real.sin_pi]
    simp
  have hB : propagator B = -1 := by
    show propagator ((π : ℂ) • sz) = -1
    rw [propagator_involution sz sz_sq, Real.cos_pi, Real.sin_pi]
    simp
  have hx : xPulse 1 = A := by simp [xPulse, A]
  have hz : zPulse 1 = B := by simp [zPulse, B]
  have hAB : propagator A * propagator B = 1 := by rw [hA, hB]; noncomm_ring
  refine ⟨hA, hB, ?_, ?_, hAB, ?_⟩
  · rw [hA, hB]
  · rw [← hx, ← hz, pulses_commute_iff]
    norm_num
  · intro h
    have hsq := (splitting_exact_iff 1 1).1 (by rw [hx, hz, h, hAB])
    -- two is not a perfect square
    obtain ⟨c, hc⟩ := hsq
    have h1 : c ≤ 1 := by nlinarith
    have h2 : -1 ≤ c := by nlinarith
    interval_cases c <;> norm_num at hc
```

## (k) An exact splitting without commutation

Take m = 3 and k = 4. The generators do not commute by (h), but 9 + 16 = 5², so the splitting is exact by (i).

```lean
/-- The generators `3πσx` and `4πσz` do not commute, yet their splitting is exact. -/
theorem exact_splitting_without_commuting :
    ¬ Commute (xPulse 3) (zPulse 4) ∧
      propagator (xPulse 3 + zPulse 4) = propagator (xPulse 3) * propagator (zPulse 4) := by
  refine ⟨?_, (splitting_exact_iff 3 4).2 ⟨5, by norm_num⟩⟩
  rw [pulses_commute_iff]
  norm_num

end

end SplitPropagatorCounterexample
```

```lean
#print axioms SplitPropagatorCounterexample.commuting_propagators_counterexample
#print axioms SplitPropagatorCounterexample.exact_splitting_without_commuting
```

```
'SplitPropagatorCounterexample.commuting_propagators_counterexample' depends on axioms: [propext, Classical.choice, Quot.sound]
'SplitPropagatorCounterexample.exact_splitting_without_commuting' depends on axioms: [propext, Classical.choice, Quot.sound]
```
